# Squared numbers of spin multiplets sum to a Catalan number

## Physical setting

How many independent coefficients does the most general rotation-invariant operator on $n$ localised spins one half have? For two spins there are two, belonging to $1$ and $\mathbf S_1\cdot\mathbf S_2$. For three there are five: the identity, three pair products and $\mathbf S_1\cdot(\mathbf S_2\times\mathbf S_3)$.

To count in general, couple the spins one after another. Let $j=2S$ be twice the total spin reached so far. Each new spin changes $j$ by $\pm1$, and $j$ stays nonnegative. Let $p(n,j)$ be the number of such coupling paths of $n$ spins that end at $j$.

By complete reducibility, the spin space splits into sectors of total spin $S=j/2$, each of the form $\mathbb C^{p(n,j)}\otimes V_S$, where $V_S$ is the multiplet of dimension $2S+1$. By Schur's lemma, an invariant operator acts as an arbitrary matrix on the first factor and as the identity on $V_S$. The number of coefficients is therefore $\sum_j p(n,j)^2$.

## Statement

Let $f(n,0)=1$ and $f(n,k)=\binom nk-\binom n{k-1}$ for $k\ge1$. For every $n\ge0$,

$$\sum_{k=0}^{\lfloor n/2\rfloor} f(n,k)^2=\frac{1}{n+1}\binom{2n}{n}.$$

Here $k$ labels the total spin $S=(n-2k)/2$. For $n=3$ the sum is $1^2+2^2=5$; for $n=4$ it is $1^2+3^2+2^2=14$.

## Derivation

**Recursion.** The paths start from $p(0,0)=1$ and $p(0,j)=0$ for $j>0$. Then
$$p(n+1,0)=p(n,1),\qquad p(n+1,j+1)=p(n,j)+p(n,j+2).$$
Since each step changes $j$ by one, $p(n,j)=0$ if $j>n$ or if $n+j$ is odd.

**Closed form.** We show $p(n,j)=f(n,k)$ whenever $j+2k=n$, by induction on $n$. At $n=0$ both sides are 1. Subtracting neighbouring instances of Pascal's rule gives
$$f(n+1,k+1)=f(n,k+1)+f(n,k),$$
which for $k=0$ reads $n=(n-1)+1$. There are three cases for $n+1$ spins:

- If $k=0$, then $p(n+1,n+1)=p(n,n)+p(n,n+2)=1+0$.
- If $j$ and $k$ are both positive, the two terms of the path recursion are the two terms of Pascal's rule.
- If $j=0$, the number of spins is even, say $2r+2$, so that $k=r+1$, and $p(2r+2,0)=p(2r+1,1)=f(2r+1,r)$. Because $\binom{2r+1}{r+1}=\binom{2r+1}{r}$, we have $f(2r+1,r+1)=0$, so Pascal's rule turns $f(2r+1,r)$ into $f(2r+2,r+1)$.

**Moving a spin.** Set $p(\cdot,-1)=0$, so that $p(m+1,j)=p(m,j-1)+p(m,j+1)$ for all $j\ge0$. Shifting the summation index gives
$$\sum_{j=0}^N p(m+1,j)\,p(n,j)=\sum_{j=0}^{N-1}p(m,j)\,p(n,j+1)+\sum_{j=1}^{N+1}p(m,j)\,p(n,j-1).$$
Expanding $p(n+1,j)$ in $\sum_{j=0}^N p(m,j)\,p(n+1,j)$ gives the same two sums, except that both now end at $N$. Hence
$$\sum_{j=0}^N p(m+1,j)p(n,j)+p(m,N)p(n,N+1)=\sum_{j=0}^N p(m,j)p(n+1,j)+p(m,N+1)p(n,N).$$

**Gluing.** If $N$ is at least the total number of spins, both boundary terms vanish. Moving spins across until the first group is empty leaves
$$\sum_{j=0}^N p(m,j)\,p(n,j)=\sum_{j=0}^N p(0,j)\,p(m+n,j)=p(m+n,0)\qquad(N\ge m+n).$$

**Evaluation.** Take $m=n$. Only $j=n-2k$ with $0\le k\le\lfloor n/2\rfloor$ contributes, so $\sum_k f(n,k)^2=p(2n,0)=f(2n,n)$. For $n\ge1$, the ratio $\binom{2n}{n-1}=\frac{n}{n+1}\binom{2n}{n}$ gives
$$f(2n,n)=\binom{2n}{n}-\frac{n}{n+1}\binom{2n}{n}=\frac{1}{n+1}\binom{2n}{n}.$$
For $n=0$ both sides are 1.

## What the formal version assumes

`paths n j` is $p(n,j)$, so its second argument is twice the spin. The rule for adding a spin one half is built into this definition, not derived from angular momentum operators. `spinMult n k` is $f(n,k)$, taken in the integers so that the subtraction is genuine.

In `sum_sq_spinMult`, `range (n / 2 + 1)` runs over $k=0,\dots,\lfloor n/2\rfloor$, and the equation is stated in the rationals, so the division by $n+1$ is exact. There is no hypothesis on $n$.

`finrank_path_operators` concerns families of complex matrices, one for each $k$, of size `paths n (n - 2 * k)`. It says that the space of these families has dimension `catalan n`. The identification of this space with the invariant operators is the Schur argument given above, which the file does not formalise.

One could instead define the space as the matrices on $(\mathbb C^2)^{\otimes n}$ that commute with the three components of total spin. The dimension theorem would then speak about the invariant operators directly, and a proof along the lines of this text would also include the decomposition into multiplets and Schur's lemma.

In Lean 4 with Mathlib:

```lean
import Mathlib

open Finset

namespace SpinCouplingPaths

/-- The number of ways to couple `n` spins one half, one after another, to total
spin `j / 2`; each added spin changes `j` by one up or down. -/
def paths : ℕ → ℕ → ℕ
  | 0, 0 => 1
  | 0, _ + 1 => 0
  | n + 1, 0 => paths n 1
  | n + 1, j + 1 => paths n j + paths n (j + 2)

/-- The binomial expression `f(n,k) = C(n,k) - C(n,k-1)`, with `f(n,0) = 1`. -/
def spinMult (n : ℕ) : ℕ → ℤ
  | 0 => 1
  | k + 1 => (n.choose (k + 1) : ℤ) - (n.choose k : ℤ)

/-- No coupling path of `n` spins one half reaches total spin `j / 2` if `j` exceeds `n`
or differs from it in parity. -/
theorem paths_eq_zero : ∀ n j : ℕ, (n < j ∨ (n + j) % 2 = 1) → paths n j = 0
  | 0, 0, h => by exfalso; omega
  | 0, j + 1, _ => by rw [paths]
  | n + 1, 0, h => by
      rw [paths]
      exact paths_eq_zero n 1 (by omega)
  | n + 1, j + 1, h => by
      rw [paths, paths_eq_zero n j (by omega), paths_eq_zero n (j + 2) (by omega)]

/-- The number of coupling paths of `n` spins one half to total spin `(n - 2k) / 2`
is `f(n,k)`. -/
theorem paths_eq_spinMult (n k j : ℕ) (h : j + 2 * k = n) :
    (paths n j : ℤ) = spinMult n k := by
  induction n generalizing k j with
  | zero =>
    obtain rfl : j = 0 := by omega
    obtain rfl : k = 0 := by omega
    simp [paths, spinMult]
  | succ n ih =>
    -- Pascal's rule, carried over to differences of binomials
    have pascal : ∀ i, spinMult (n + 1) (i + 1) = spinMult n (i + 1) + spinMult n i := by
      intro i
      cases i with
      | zero => simp [spinMult]
      | succ i =>
        simp only [spinMult, Nat.choose_succ_succ']
        push_cast
        ring
    rcases j with _ | j
    · rcases k with _ | k
      · exfalso; omega
      · -- a singlet arises only from a doublet
        obtain rfl : n = 2 * k + 1 := by omega
        have hz : spinMult (2 * k + 1) (k + 1) = 0 := by
          simp only [spinMult, Nat.choose_symm_half, sub_self]
        rw [paths, ih k 1 (by omega), pascal, hz, zero_add]
    · rcases k with _ | k
      · rw [paths, paths_eq_zero n (j + 2) (Or.inl (by omega)), add_zero]
        simpa [spinMult] using ih 0 j (by omega)
      · rw [paths, Nat.cast_add, ih (k + 1) j (by omega), ih k (j + 2) (by omega), pascal]

/-- In an overlap of path counts cut off at `j = N`, the last coupled spin can be moved from
one group of spins to the other, up to boundary terms at the cutoff. -/
theorem transfer_spin (m n N : ℕ) :
    ∑ j ∈ range (N + 1), paths (m + 1) j * paths n j + paths m N * paths n (N + 1) =
      ∑ j ∈ range (N + 1), paths m j * paths (n + 1) j + paths m (N + 1) * paths n N := by
  induction N with
  | zero =>
    have h1 : paths (m + 1) 0 = paths m 1 := by rw [paths]
    have h2 : paths (n + 1) 0 = paths n 1 := by rw [paths]
    simp only [zero_add, sum_range_one, h1, h2]
    ring
  | succ N ih =>
    have h1 : paths (m + 1) (N + 1) = paths m N + paths m (N + 2) := by rw [paths]
    have h2 : paths (n + 1) (N + 1) = paths n N + paths n (N + 2) := by rw [paths]
    rw [sum_range_succ _ (N + 1), sum_range_succ _ (N + 1), h1, h2]
    nlinarith [ih]

/-- Pairs of coupling paths of `m` and of `n` spins that end at the same total spin are as
many as the coupling paths of `m + n` spins to a singlet. -/
theorem glue_paths (m n N : ℕ) (h : m + n ≤ N) :
    ∑ j ∈ range (N + 1), paths m j * paths n j = paths (m + n) 0 := by
  induction m generalizing n with
  | zero =>
    rw [sum_range_succ']
    simp [paths]
  | succ m ih =>
    -- the cutoff lies above every reachable spin, so the boundary terms vanish
    have ht := transfer_spin m n N
    rw [paths_eq_zero n (N + 1) (Or.inl (by omega)),
      paths_eq_zero m (N + 1) (Or.inl (by omega)), mul_zero, zero_mul, add_zero, add_zero,
      ih (n + 1) (by omega)] at ht
    rw [ht, show m + (n + 1) = m + 1 + n by omega]

/-- The squared path counts of `n` spins one half, summed over the total spins
`(n - 2k) / 2`, give the number of coupling paths of `2n` spins to a singlet. -/
theorem sum_sq_paths (n : ℕ) :
    ∑ k ∈ range (n / 2 + 1), paths n (n - 2 * k) ^ 2 = paths (2 * n) 0 := by
  have h := glue_paths n n (2 * n) (by omega)
  rw [← two_mul] at h
  rw [← h]
  -- only spins of the right parity and size contribute
  refine Finset.sum_of_injOn (fun k => n - 2 * k) ?_ ?_ ?_ ?_
  · intro a ha b hb hab
    simp only [coe_range, Set.mem_Iio] at ha hb
    dsimp only at hab
    omega
  · intro a ha
    simp only [coe_range, Set.mem_Iio] at ha ⊢
    omega
  · intro j _ hj
    have hz : paths n j = 0 := by
      apply paths_eq_zero
      by_contra hc
      apply hj
      refine ⟨(n - j) / 2, ?_, ?_⟩
      · simp only [coe_range, Set.mem_Iio]
        omega
      · dsimp only
        omega
    rw [hz, zero_mul]
  · intro k _
    exact sq _

/-- The sum of `f(n,k)²` over `k` from `0` to `⌊n/2⌋` is the Catalan number
`C(2n,n) / (n+1)`. -/
theorem sum_sq_spinMult (n : ℕ) :
    ∑ k ∈ range (n / 2 + 1), (spinMult n k : ℚ) ^ 2 =
      ((2 * n).choose n : ℚ) / (n + 1) := by
  have hsum : ∑ k ∈ range (n / 2 + 1), (spinMult n k : ℚ) ^ 2 = (paths (2 * n) 0 : ℚ) := by
    rw [← sum_sq_paths n, Nat.cast_sum]
    refine sum_congr rfl fun k hk => ?_
    have hk' := mem_range.mp hk
    rw [← paths_eq_spinMult n k (n - 2 * k) (by omega), Int.cast_natCast, Nat.cast_pow]
  -- evaluate the singlet count by the ratio of neighbouring binomials
  have hC : ((n : ℤ) + 1) * spinMult (2 * n) n = ((2 * n).choose n : ℤ) := by
    cases n with
    | zero => simp [spinMult]
    | succ m =>
      have h := Nat.choose_succ_right_eq (2 * (m + 1)) m
      rw [show 2 * (m + 1) - m = m + 2 by omega] at h
      have h' : ((2 * (m + 1)).choose (m + 1) : ℤ) * (m + 1) =
          ((2 * (m + 1)).choose m : ℤ) * (m + 2) := by exact_mod_cast h
      simp only [spinMult]
      push_cast
      linear_combination h'
  rw [← paths_eq_spinMult (2 * n) n 0 (by omega)] at hC
  have hN : (n + 1) * paths (2 * n) 0 = (2 * n).choose n := by exact_mod_cast hC
  rw [hsum, eq_div_iff (by positivity), mul_comm]
  exact_mod_cast hN

/-- The operators made of one arbitrary complex matrix block on the coupling paths for each
total spin of `n` spins one half form a space whose dimension is the Catalan number. -/
theorem finrank_path_operators (n : ℕ) :
    Module.finrank ℂ ((k : Fin (n / 2 + 1)) →
      Matrix (Fin (paths n (n - 2 * (k : ℕ)))) (Fin (paths n (n - 2 * (k : ℕ)))) ℂ) =
      catalan n := by
  have hdim : Module.finrank ℂ ((k : Fin (n / 2 + 1)) →
      Matrix (Fin (paths n (n - 2 * (k : ℕ)))) (Fin (paths n (n - 2 * (k : ℕ)))) ℂ) =
      ∑ k : Fin (n / 2 + 1), paths n (n - 2 * (k : ℕ)) ^ 2 := by
    rw [Module.finrank_pi_fintype]
    refine sum_congr rfl fun k _ => ?_
    simp [Module.finrank_matrix, sq]
  rw [hdim, Fin.sum_univ_eq_sum_range (fun k => paths n (n - 2 * k) ^ 2) (n / 2 + 1)]
  have hmain := sum_sq_spinMult n
  have hcast : ∑ k ∈ range (n / 2 + 1), (spinMult n k : ℚ) ^ 2 =
      ((∑ k ∈ range (n / 2 + 1), paths n (n - 2 * k) ^ 2 : ℕ) : ℚ) := by
    rw [Nat.cast_sum]
    refine sum_congr rfl fun k hk => ?_
    have hk' := mem_range.mp hk
    rw [← paths_eq_spinMult n k (n - 2 * k) (by omega), Int.cast_natCast, Nat.cast_pow]
  rw [hcast, eq_div_iff (by positivity)] at hmain
  have hN : (∑ k ∈ range (n / 2 + 1), paths n (n - 2 * k) ^ 2) * (n + 1) =
      (2 * n).choose n := by exact_mod_cast hmain
  have hcat := succ_mul_catalan_eq_centralBinom n
  rw [Nat.centralBinom_eq_two_mul_choose, ← hN, mul_comm] at hcat
  exact (Nat.eq_of_mul_eq_mul_right (Nat.succ_pos n) hcat).symm

end SpinCouplingPaths
```

```lean
#print axioms SpinCouplingPaths.sum_sq_spinMult
#print axioms SpinCouplingPaths.finrank_path_operators
```

```
'SpinCouplingPaths.sum_sq_spinMult' depends on axioms: [propext, Classical.choice, Quot.sound]
'SpinCouplingPaths.finrank_path_operators' depends on axioms: [propext, Classical.choice, Quot.sound]
```

## Notes on the proof

- `paths_eq_zero` follows the recursion, with `omega` checking size and parity.
- `paths_eq_spinMult` is the closed form. Its internal `pascal` is the rule for $f$, and `hz` is the vanishing difference used in the singlet case.
- `transfer_spin` proves the identity for moving a spin by induction on the cutoff $N$ instead of by shifting indices. Each step adds the term $j=N+1$ to both sums, and `nlinarith` checks the resulting algebra.
- `glue_paths` is an induction on $m$ with $n$ left general, because each move lengthens the second group. The two uses of `paths_eq_zero` remove the boundary terms.
- `sum_sq_paths` sets $m=n$ and changes the summation variable from $j$ to $k$. `Finset.sum_of_injOn` asks that $k\mapsto n-2k$ be injective on the range and that every missed $j$ contribute zero.
- `sum_sq_spinMult` replaces path counts by $f$. Its step `hC` is the binomial ratio in the form $(n+1)f(2n,n)=\binom{2n}{n}$.
- `finrank_path_operators` adds up the squared block sizes, applies the previous theorem, and compares with Mathlib's identity for $(n+1)$ times the Catalan number before cancelling $n+1$.
